# Undamped full-history Anderson averages are GMRES iterates for affine maps with I − A injective, until GMRES stagnates

## Anderson mixing as a condition on iterates and weights

The least-squares weights in Anderson mixing need not be unique, so a run is modelled here as any iterates and weights that satisfy the Anderson conditions, not as the output of a particular solver.

Let $g(x)=Ax+b$, with residual $f(x)=g(x)-x=b-(I-A)x$. At step $k$, weights $\alpha_{k,i}$ with $\sum_{i\le k}\alpha_{k,i}=1$ minimise $\|\sum_{i\le k}\alpha_{k,i}f(x_i)\|$. Undamped mixing then sets $x_{k+1}=\sum_{i\le k}\alpha_{k,i}g(x_i)$. Write $\bar x_k=\sum_{i\le k}\alpha_{k,i}x_i$ for the average.

Put $M=I-A$, $r=f(x_0)$ and $K_k=\mathrm{span}\{r,Mr,\dots,M^{k-1}r\}$, with $K_0=\{0\}$. A GMRES iterate $z_k$ minimises $\|f\|$ over $x_0+K_k$; let $\rho_k=\|f(z_k)\|$.

For a self-consistent-field (SCF) update replaced by its linearisation, with full history and no damping, the result identifies the Anderson averages $\bar x_k$ with the iterates of a Krylov solver, provided $I-A$ is injective and until that solver stagnates.

## The statement and its hypotheses

`anderson_eq_gmres` says that if $M$ is injective and $\rho_0>\dots>\rho_{k-1}$, then $\bar x_k=z_k$ and $x_{k+1}=g(z_k)$.

- `V` is a real or complex inner product space of any dimension, and `A` is a linear map on it. In finite dimension, injectivity of `1 - A` is invertibility. Physically, no nonzero perturbation reproduces itself under one linearised update.
- `IsAnderson` and `IsGMRES` encode the two minimisations. The run and the GMRES iterates are given, not constructed.
- `hdec` is the strict decrease. It is empty for $k\le 1$ and allows $\rho_{k-1}=0$.

Nonlinear maps, truncated history, damping and rounding lie beyond this model.

## From sum-one weights to the Krylov space

**Averages.** If $\sum_i\beta_i=1$, then $g(\sum_i\beta_ix_i)=\sum_i\beta_iAx_i+b=\sum_i\beta_ig(x_i)$. Subtracting $\sum_i\beta_ix_i$ gives the same rule for $f$. Hence $x_{k+1}=g(\bar x_k)$, and $\bar x_k$ minimises $\|f\|$ over the sum-one combinations of $x_0,\dots,x_k$.

**Uniqueness.** Let $z,z'$ be GMRES iterates of the same order, with residual norm $\rho$. Their midpoint is admissible, so $\|f(z)+f(z')\|\ge2\rho$. The parallelogram law gives
$$\|f(z)-f(z')\|^2=4\rho^2-\|f(z)+f(z')\|^2\le0.$$
Thus $M(z-z')=0$ and $z=z'$.

**A new direction.** For $j=0$, $g(z_0)-x_0=r$. For $j\ge1$ write $z_j-x_0=cM^{j-1}r+u$ with $u\in K_{j-1}$. If $c=0$, then $z_j$ was already admissible at order $j-1$, so $\rho_{j-1}\le\rho_j$, contradicting strict decrease. Since $f(z_j)=r-M(z_j-x_0)$,
$$g(z_j)-x_0=-cM^jr+\big[(z_j-x_0)+r-Mu\big],$$
with the bracket in $K_j$.

**The same search set.** Suppose $x_{j+1}-x_0=a_jM^jr+w_j$ with $a_j\ne0$, $w_j\in K_j$, for all $j<k$. Then every sum-one combination of $x_0,\dots,x_k$ lies in $x_0+K_k$, because $\sum_i\beta_ix_i-x_0=\sum_i\beta_i(x_i-x_0)$. The converse is by induction on the order, and is clear for $K_0$. At order $k+1$, let $y-x_0=cM^kr+u$ with $u\in K_k$, and set $t=c/a_k$. Then
$$y=(x_0+u-tw_k)+t(x_{k+1}-x_0).$$
The first term is a sum-one combination of $x_0,\dots,x_k$ by induction, and the second adds total weight zero.

**Induction.** Let $m\le k$ and suppose $\bar x_j=z_j$ for all $j<m$. Then $x_{j+1}=g(z_j)$ brings in $M^jr$, so both methods minimise $\|f\|$ over $x_0+K_m$. Uniqueness gives $\bar x_m=z_m$.

Finally, $f(g(z_k))=A(g(z_k)-z_k)$, so $f(x_{k+1})=Af(z_k)$.

## The scalar map x/2 + 1, started from 0

Here $f(x)=1-x/2$, $x_0=0$ and $x_1=1$, with residuals $1$ and $1/2$. The conditions $\alpha_{1,0}+\alpha_{1,1}=1$ and $\alpha_{1,0}+\alpha_{1,1}/2=0$ give weights $(-1,2)$. So $\bar x_1=2=z_1$ and $x_2=g(2)=2$. At step 2 both $(0,0,1)$ and $(-1,2,0)$ are optimal, and both average to $2$.

## The Lean file

```lean
import Mathlib

open Finset

namespace AndersonGMRES

noncomputable section

variable {𝕜 V : Type*} [RCLike 𝕜] [NormedAddCommGroup V] [InnerProductSpace 𝕜 V]

/-- The affine fixed-point map `g(x) = A x + b`. -/
def fixedPointMap (A : Module.End 𝕜 V) (b x : V) : V := A x + b

/-- The residual `g(x) - x`, which is also the residual `b - (I - A) x` of the linear system. -/
def residual (A : Module.End 𝕜 V) (b x : V) : V := fixedPointMap A b x - x

/-- The Krylov space spanned by `r, M r, ..., M^(k-1) r`. -/
def krylov (M : Module.End 𝕜 V) (r : V) (k : ℕ) : Submodule 𝕜 V :=
  Submodule.span 𝕜 {v | ∃ i < k, (M ^ i) r = v}

/-- `z` is a `k`-th GMRES iterate for `(I - A) x = b` from `x₀`: it minimises the residual norm
over `x₀` plus the `k`-th Krylov space. -/
structure IsGMRES (A : Module.End 𝕜 V) (b x₀ : V) (k : ℕ) (z : V) : Prop where
  mem : z - x₀ ∈ krylov (1 - A) (residual A b x₀) k
  min : ∀ y, y - x₀ ∈ krylov (1 - A) (residual A b x₀) k →
    ‖residual A b z‖ ≤ ‖residual A b y‖

/-- A full-history undamped Anderson run: at each step the weights `α k` sum to one and minimise
the norm of the combined residual, and the next iterate is the weighted sum of the `g(x_i)`. -/
structure IsAnderson (A : Module.End 𝕜 V) (b : V) (x : ℕ → V) (α : ℕ → ℕ → 𝕜) : Prop where
  sum_one : ∀ k, ∑ i ∈ range (k + 1), α k i = 1
  optimal : ∀ k (β : ℕ → 𝕜), ∑ i ∈ range (k + 1), β i = 1 →
    ‖∑ i ∈ range (k + 1), α k i • residual A b (x i)‖ ≤
      ‖∑ i ∈ range (k + 1), β i • residual A b (x i)‖
  step : ∀ k, x (k + 1) = ∑ i ∈ range (k + 1), α k i • fixedPointMap A b (x i)

/-- The averaged iterate of step `k`, the weighted sum of `x_0, ..., x_k`. -/
def average (x : ℕ → V) (α : ℕ → ℕ → 𝕜) (k : ℕ) : V := ∑ i ∈ range (k + 1), α k i • x i

/-- The fixed-point map and its residual both commute with combinations whose weights sum
to one. -/
theorem affine_sum (A : Module.End 𝕜 V) (b : V) (x : ℕ → V) {s : Finset ℕ} {β : ℕ → 𝕜}
    (h : ∑ i ∈ s, β i = 1) :
    fixedPointMap A b (∑ i ∈ s, β i • x i) = ∑ i ∈ s, β i • fixedPointMap A b (x i) ∧
    residual A b (∑ i ∈ s, β i • x i) = ∑ i ∈ s, β i • residual A b (x i) := by
  have hg : fixedPointMap A b (∑ i ∈ s, β i • x i) =
      ∑ i ∈ s, β i • fixedPointMap A b (x i) := by
    simp only [fixedPointMap, map_sum, map_smul, smul_add, Finset.sum_add_distrib,
      ← Finset.sum_smul, h, one_smul]
  refine ⟨hg, ?_⟩
  simp only [residual, smul_sub, Finset.sum_sub_distrib]
  rw [hg]

/-- A vector lies in the Krylov space of order `k + 1` exactly when it is a multiple of `M^k r`
plus a vector of the Krylov space of order `k`. -/
theorem mem_krylov_succ {M : Module.End 𝕜 V} {r d : V} {k : ℕ} :
    d ∈ krylov M r (k + 1) ↔ ∃ c : 𝕜, ∃ u ∈ krylov M r k, d = c • (M ^ k) r + u := by
  have hs : {v | ∃ i < k + 1, (M ^ i) r = v} =
      insert ((M ^ k) r) {v | ∃ i < k, (M ^ i) r = v} := by
    ext v
    simp only [Set.mem_ofPred_eq, Set.mem_insert_iff]
    constructor
    · rintro ⟨i, hi, rfl⟩
      rcases Nat.lt_succ_iff_lt_or_eq.mp hi with h | rfl
      · exact Or.inr ⟨i, h, rfl⟩
      · exact Or.inl rfl
    · rintro (rfl | ⟨i, hi, rfl⟩)
      · exact ⟨k, by omega, rfl⟩
      · exact ⟨i, by omega, rfl⟩
  unfold krylov
  rw [hs, Submodule.mem_span_insert]

/-- Applying `M` raises the Krylov order by at most one. -/
theorem map_mem_krylov {M : Module.End 𝕜 V} {r : V} (k : ℕ) :
    ∀ u ∈ krylov M r k, M u ∈ krylov M r (k + 1) := by
  induction k with
  | zero =>
    intro u hu
    have h0 : u = 0 := by simpa [krylov] using hu
    rw [h0, map_zero]
    exact Submodule.zero_mem _
  | succ k ih =>
    intro u hu
    obtain ⟨c, v, hv, rfl⟩ := mem_krylov_succ.mp hu
    refine mem_krylov_succ.mpr ⟨c, M v, ih v hv, ?_⟩
    rw [map_add, map_smul, pow_succ', Module.End.mul_apply]

/-- If `I - A` is injective, the GMRES iterate of each order is unique. -/
theorem gmres_unique {A : Module.End 𝕜 V} {b x₀ z z' : V} {k : ℕ}
    (hA : Function.Injective (1 - A : Module.End 𝕜 V))
    (h : IsGMRES A b x₀ k z) (h' : IsGMRES A b x₀ k z') : z = z' := by
  -- compare both minimisers with their midpoint
  have hm := h.min ((2⁻¹ : 𝕜) • (z + z')) (by
    have e : (2⁻¹ : 𝕜) • (z + z') - x₀ = (2⁻¹ : 𝕜) • ((z - x₀) + (z' - x₀)) := by module
    rw [e]
    exact Submodule.smul_mem _ _ (Submodule.add_mem _ h.mem h'.mem))
  have er : residual A b ((2⁻¹ : 𝕜) • (z + z')) =
      (2⁻¹ : 𝕜) • (residual A b z + residual A b z') := by
    simp only [residual, fixedPointMap, map_smul, map_add]
    module
  rw [er, norm_smul, norm_inv, RCLike.norm_two] at hm
  have heq := le_antisymm (h.min z' h'.mem) (h'.min z h.mem)
  have hp := parallelogram_law_with_norm 𝕜 (residual A b z) (residual A b z')
  rw [← heq] at hp
  have h0 : ‖residual A b z - residual A b z'‖ = 0 := by
    nlinarith [norm_nonneg (residual A b z), norm_nonneg (residual A b z - residual A b z')]
  have h1 := norm_eq_zero.mp h0
  apply hA
  simp only [LinearMap.sub_apply, Module.End.one_apply]
  simp only [residual, fixedPointMap] at h1
  linear_combination (norm := module) -h1

/-- If GMRES made strict progress in reaching step `j` (no condition for `j = 0`), then
`g(z_j) - x₀` can be written as a nonzero multiple of `(I - A)^j r` plus a vector of the `j`-th
Krylov space, where `r` is the residual at `x₀`. -/
theorem new_direction {A : Module.End 𝕜 V} {b x₀ : V} {z : ℕ → V} (j : ℕ)
    (hz : ∀ i ≤ j, IsGMRES A b x₀ i (z i))
    (hdec : ∀ i, i + 1 = j → ‖residual A b (z (i + 1))‖ < ‖residual A b (z i)‖) :
    ∃ a : 𝕜, a ≠ 0 ∧ ∃ w ∈ krylov (1 - A) (residual A b x₀) j,
      fixedPointMap A b (z j) - x₀ = a • ((1 - A) ^ j) (residual A b x₀) + w := by
  cases j with
  | zero =>
    have h0 : z 0 = x₀ := by simpa [krylov, sub_eq_zero] using (hz 0 le_rfl).mem
    exact ⟨1, one_ne_zero, 0, Submodule.zero_mem _, by simp [h0, residual]⟩
  | succ i =>
    obtain ⟨c, u, hu, hc⟩ := mem_krylov_succ.mp (hz (i + 1) le_rfl).mem
    refine ⟨-c, neg_ne_zero.mpr ?_,
      (z (i + 1) - x₀) + residual A b x₀ - (1 - A) u, ?_, ?_⟩
    · -- a zero coefficient would mean stagnation
      rintro rfl
      exact absurd (hdec i rfl) (not_lt_of_ge ((hz i (by omega)).min _ (by
        rw [hc]
        simpa using hu)))
    · exact Submodule.sub_mem _ (Submodule.add_mem _ (hz (i + 1) le_rfl).mem
        (Submodule.subset_span ⟨0, by omega, by simp⟩)) (map_mem_krylov i u hu)
    · have e : (1 - A) (z (i + 1) - x₀) =
          c • (1 - A) (((1 - A) ^ i) (residual A b x₀)) + (1 - A) u := by
        rw [hc, map_add, map_smul]
      have e2 : (1 - A) (z (i + 1) - x₀) = (z (i + 1) - x₀) - (A (z (i + 1)) - A x₀) := by
        rw [LinearMap.sub_apply, Module.End.one_apply, map_sub]
      rw [pow_succ', Module.End.mul_apply]
      simp only [fixedPointMap, residual] at e e2 ⊢
      linear_combination (norm := module) e2 - e

/-- If, for every `j < k`, `x_(j+1) - x_0` is a nonzero multiple of `M^j r` plus a vector of the
`j`-th Krylov space, then the sum-one combinations of `x_0, ..., x_k` are exactly the points of
`x_0` plus the `k`-th Krylov space. -/
theorem history_eq_krylov {M : Module.End 𝕜 V} {r : V} {x : ℕ → V} (k : ℕ)
    (h : ∀ j < k, ∃ a : 𝕜, a ≠ 0 ∧ ∃ w ∈ krylov M r j,
      x (j + 1) - x 0 = a • (M ^ j) r + w) (y : V) :
    y - x 0 ∈ krylov M r k ↔ ∃ β : ℕ → 𝕜, ∑ i ∈ range (k + 1), β i = 1 ∧
      ∑ i ∈ range (k + 1), β i • x i = y := by
  constructor
  · induction k generalizing y with
    | zero =>
      intro hy
      have h0 : y - x 0 = 0 := by simpa [krylov] using hy
      exact ⟨fun _ => 1, by simp, by simp [sub_eq_zero.mp h0]⟩
    | succ k ih =>
      intro hy
      obtain ⟨c, u, hu, hc⟩ := mem_krylov_succ.mp hy
      obtain ⟨a, ha, w, hw, hx⟩ := h k (by omega)
      obtain ⟨β, hβ, hs⟩ := ih (fun j hj => h j (by omega)) (x 0 + (u - (c / a) • w)) (by
        rw [add_sub_cancel_left]
        exact Submodule.sub_mem _ hu (Submodule.smul_mem _ _ hw))
      -- shift the weight c / a from the starting point to the newest iterate
      obtain ⟨γ, h1, h2⟩ : ∃ γ : ℕ → 𝕜, γ (k + 1) = c / a ∧
          ∀ i ∈ range (k + 1), γ i = β i - if i = 0 then c / a else 0 :=
        ⟨fun i => if i = k + 1 then c / a else β i - if i = 0 then c / a else 0,
          if_pos rfl, fun i hi => if_neg (by have := Finset.mem_range.mp hi; omega)⟩
      refine ⟨γ, ?_, ?_⟩
      · rw [Finset.sum_range_succ, h1, Finset.sum_congr rfl h2, Finset.sum_sub_distrib, hβ]
        simp
      · have h3 : ∑ i ∈ range (k + 1), γ i • x i =
            ∑ i ∈ range (k + 1), β i • x i - (c / a) • x 0 := by
          rw [Finset.sum_congr rfl fun i hi => congrArg (· • x i) (h2 i hi)]
          simp [sub_smul, Finset.sum_sub_distrib, ite_smul]
        have hq : (c / a) • (a • (M ^ k) r) = c • (M ^ k) r := by
          rw [smul_smul, div_mul_cancel₀ _ ha]
        have hp : (c / a) • (x (k + 1) - x 0) = c • (M ^ k) r + (c / a) • w := by
          rw [hx, smul_add, hq]
        rw [Finset.sum_range_succ, h1, h3, hs]
        linear_combination (norm := module) hp - hc
  · rintro ⟨β, hβ, rfl⟩
    have hmem : ∀ i ∈ range (k + 1), x i - x 0 ∈ krylov M r k := by
      rintro (_ | j) hi
      · simp
      · have hj : j < k := by have := Finset.mem_range.mp hi; omega
        obtain ⟨a, -, w, hw, hx⟩ := h j hj
        have hle : krylov M r (j + 1) ≤ krylov M r k :=
          Submodule.span_mono fun v ⟨i, hi, e⟩ => ⟨i, by omega, e⟩
        exact hle (mem_krylov_succ.mpr ⟨a, w, hw, hx⟩)
    have e : ∑ i ∈ range (k + 1), β i • x i - x 0 =
        ∑ i ∈ range (k + 1), β i • (x i - x 0) := by
      simp only [smul_sub, Finset.sum_sub_distrib, ← Finset.sum_smul, hβ, one_smul]
    rw [e]
    exact Submodule.sum_mem _ fun i hi => Submodule.smul_mem _ _ (hmem i hi)

/-- Let `I - A` be injective and let the GMRES residual norms decrease strictly from step `0` to
step `k - 1`. Then the Anderson average at step `k` is the `k`-th GMRES iterate from the same
start, and the next Anderson iterate is `g` of that point. -/
theorem anderson_eq_gmres {A : Module.End 𝕜 V} {b : V} {x z : ℕ → V} {α : ℕ → ℕ → 𝕜} {k : ℕ}
    (hA : Function.Injective (1 - A : Module.End 𝕜 V)) (h : IsAnderson A b x α)
    (hz : ∀ j ≤ k, IsGMRES A b (x 0) j (z j))
    (hdec : ∀ j, j + 1 < k → ‖residual A b (z (j + 1))‖ < ‖residual A b (z j)‖) :
    average x α k = z k ∧ x (k + 1) = fixedPointMap A b (z k) := by
  have hstep : ∀ j, x (j + 1) = fixedPointMap A b (average x α j) := fun j =>
    (h.step j).trans (affine_sum A b x (h.sum_one j)).1.symm
  have key : ∀ m, m ≤ k → average x α m = z m := by
    intro m
    induction m using Nat.strong_induction_on with
    | _ m ih =>
      intro hm
      -- the sum-one combinations of the history are the points of x_0 plus the Krylov space
      have hspan := history_eq_krylov (M := 1 - A) (r := residual A b (x 0)) (x := x) m
        (fun j hj => by
          rw [hstep j, ih j hj (by omega)]
          exact new_direction j (fun i hi => hz i (by omega))
            (fun i hi => hdec i (by omega)))
      refine gmres_unique hA ⟨(hspan _).mpr ⟨α m, h.sum_one m, rfl⟩, ?_⟩ (hz m hm)
      intro y hy
      obtain ⟨β, hβ, rfl⟩ := (hspan y).mp hy
      unfold average
      rw [(affine_sum A b x (h.sum_one m)).2, (affine_sum A b x hβ).2]
      exact h.optimal m β hβ
  exact ⟨key k le_rfl, by rw [hstep k, key k le_rfl]⟩

/-- Let `I - A` be injective and let the GMRES residual norms decrease strictly from step `0` to
step `k - 1`. Then the residual of the Anderson iterate `x_(k+1)` is `A` applied to the `k`-th
GMRES residual. -/
theorem anderson_residual {A : Module.End 𝕜 V} {b : V} {x z : ℕ → V} {α : ℕ → ℕ → 𝕜} {k : ℕ}
    (hA : Function.Injective (1 - A : Module.End 𝕜 V)) (h : IsAnderson A b x α)
    (hz : ∀ j ≤ k, IsGMRES A b (x 0) j (z j))
    (hdec : ∀ j, j + 1 < k → ‖residual A b (z (j + 1))‖ < ‖residual A b (z j)‖) :
    residual A b (x (k + 1)) = A (residual A b (z k)) := by
  rw [(anderson_eq_gmres hA h hz hdec).2]
  simp only [residual, fixedPointMap, map_sub, map_add]
  abel

/-- Anderson iterates `0, 1, 2, 2, ...` for the scalar map `g(x) = x/2 + 1`. -/
def exIterates : ℕ → ℝ
  | 0 => 0
  | 1 => 1
  | _ + 2 => 2

/-- Anderson weights for the scalar map: `(1)`, then `(-1, 2)`, then all weight on the newest
iterate. -/
def exWeights : ℕ → ℕ → ℝ
  | 0, _ => 1
  | 1, i => if i = 0 then -1 else 2
  | k + 2, i => if i = k + 2 then 1 else 0

/-- GMRES iterates `0, 2, 2, ...` for the scalar equation `x/2 = 1`. -/
def exGMRES : ℕ → ℝ
  | 0 => 0
  | _ + 1 => 2

/-- For `g(x) = x/2 + 1` on the real line, the listed iterates and weights form an Anderson run,
the listed points are GMRES iterates from the same start, `I - A` is injective, and the GMRES
residual decreases strictly in the first step. -/
theorem anderson_eq_gmres_witness :
    Function.Injective (1 - (1 / 2 : ℝ) • 1 : Module.End ℝ ℝ) ∧
    IsAnderson ((1 / 2 : ℝ) • 1 : Module.End ℝ ℝ) 1 exIterates exWeights ∧
    (∀ k, IsGMRES ((1 / 2 : ℝ) • 1 : Module.End ℝ ℝ) 1 (exIterates 0) k (exGMRES k)) ∧
    ‖residual ((1 / 2 : ℝ) • 1 : Module.End ℝ ℝ) 1 (exGMRES 1)‖ <
      ‖residual ((1 / 2 : ℝ) • 1 : Module.End ℝ ℝ) 1 (exGMRES 0)‖ := by
  have hg : ∀ t : ℝ, fixedPointMap ((1 / 2 : ℝ) • 1 : Module.End ℝ ℝ) 1 t = t / 2 + 1 := by
    intro t
    simp only [fixedPointMap, LinearMap.smul_apply, Module.End.one_apply, smul_eq_mul]
    ring
  have hr : ∀ t : ℝ, residual ((1 / 2 : ℝ) • 1 : Module.End ℝ ℝ) 1 t = 1 - t / 2 := by
    intro t
    rw [residual, hg]
    ring
  refine ⟨?_, ⟨?_, ?_, ?_⟩, ?_, ?_⟩
  · intro s t hst
    simp only [LinearMap.sub_apply, LinearMap.smul_apply, Module.End.one_apply,
      smul_eq_mul] at hst
    linarith
  · intro k
    match k with
    | 0 => simp [exWeights]
    | 1 => norm_num [exWeights, Finset.sum_range_succ]
    | k + 2 => simp [exWeights]
  · intro k β hβ
    simp only [hr]
    match k with
    | 0 =>
      have h0 : β 0 = 1 := by simpa using hβ
      simp [exWeights, h0]
    | 1 =>
      have h0 : ∑ i ∈ range (1 + 1), exWeights 1 i • (1 - exIterates i / 2) = 0 := by
        norm_num [exWeights, exIterates, Finset.sum_range_succ]
      rw [h0, norm_zero]
      exact norm_nonneg _
    | k + 2 =>
      have h0 : ∑ i ∈ range (k + 2 + 1), exWeights (k + 2) i • (1 - exIterates i / 2) = 0 := by
        simp [exWeights, exIterates]
      rw [h0, norm_zero]
      exact norm_nonneg _
  · intro k
    simp only [hg]
    match k with
    | 0 => norm_num [exWeights, exIterates]
    | 1 => norm_num [exWeights, exIterates, Finset.sum_range_succ]
    | k + 2 =>
      simp [exWeights, exIterates]
      norm_num
  · intro k
    match k with
    | 0 =>
      refine ⟨by simp [exGMRES, exIterates], fun y hy => ?_⟩
      have h0 : y = 0 := by simpa [krylov, exIterates] using hy
      simp [h0, exGMRES]
    | k + 1 =>
      refine ⟨?_, fun y _ => ?_⟩
      · have h1 : (1 : ℝ) ∈ krylov (1 - (1 / 2 : ℝ) • 1 : Module.End ℝ ℝ)
            (residual ((1 / 2 : ℝ) • 1 : Module.End ℝ ℝ) 1 (exIterates 0)) (k + 1) :=
          Submodule.subset_span ⟨0, by omega, by
            rw [pow_zero, Module.End.one_apply, hr]
            norm_num [exIterates]⟩
        have h2 := Submodule.smul_mem _ (2 : ℝ) h1
        have e : exGMRES (k + 1) - exIterates 0 = (2 : ℝ) • (1 : ℝ) := by
          norm_num [exGMRES, exIterates]
        rw [e]
        exact h2
      · have h0 : residual ((1 / 2 : ℝ) • 1 : Module.End ℝ ℝ) 1 (exGMRES (k + 1)) = 0 := by
          rw [hr]
          norm_num [exGMRES]
        rw [h0, norm_zero]
        exact norm_nonneg _
  · rw [hr, hr]
    norm_num [exGMRES]

end

end AndersonGMRES
```

```lean
#print axioms AndersonGMRES.anderson_eq_gmres
#print axioms AndersonGMRES.anderson_residual
```

```
'AndersonGMRES.anderson_eq_gmres' depends on axioms: [propext, Classical.choice, Quot.sound]
'AndersonGMRES.anderson_residual' depends on axioms: [propext, Classical.choice, Quot.sound]
```

## How the lemmas divide the work

`affine_sum` is the rule for averages. In `gmres_unique`, `nlinarith` combines the midpoint inequality with the parallelogram law.

`mem_krylov_succ` splits off the leading Krylov vector, and `map_mem_krylov` places $Mu$ in the next space. `new_direction` uses both, treating $j=0$ separately.

`history_eq_krylov` proves the equality of search sets. Its weights `γ` give $t$ to the newest iterate and take $t$ from $x_0$. The final identity for $y$ is closed by `linear_combination (norm := module)`.

The main theorem applies these lemmas under `Nat.strong_induction_on`, and `anderson_residual` adds the formula for the next residual. `anderson_eq_gmres_witness` verifies the hypotheses for the scalar example, including the strict first decrease.
